# Walker weights between a > 0 and b give an effective fraction of at least 4ab/(a+b)²

Splitting a walker changes the size of the population, so the walkers before and after need different sets of labels. Here a population is a real function on a finite set of labels: label $i$ has weight $w_i$. After splitting, a walker is labelled by a pair, its parent $i$ and a copy number. Positions, wave functions and time steps do not appear; only the weights do.

The quantity of interest for $N$ walkers is the effective fraction

$$f(w)=\frac{\left(\sum_i w_i\right)^2}{N\sum_i w_i^2}.$$

If $N$ independent samples of equal variance $\sigma^2$ are averaged with fixed weights $w_i$, the variance of the average is $\sigma^2/(N f)$, so $fN$ acts as the number of equally weighted samples. In diffusion Monte Carlo, the bound below limits how much of a finite population is lost in this sense to uneven weights at one instant; it takes no account of correlations between walkers.

## Populations, copies and weights

```lean
import Mathlib

open Finset

namespace WalkerWeightWindow

noncomputable section

variable {ι : Type*} [Fintype ι]
```

The type `ι` is the set of walker labels, and `Fintype ι` says that it is finite. Its number of elements, `Fintype.card ι`, is $N$.

```lean
/-- The effective fraction `(∑ w)² / (N ∑ w²)` of a population of `N` weighted walkers,
meant for a non-empty population whose weights are not all zero. -/
def effectiveFraction (w : ι → ℝ) : ℝ :=
  (∑ i, w i) ^ 2 / (Fintype.card ι * ∑ i, w i ^ 2)
```

This is $f(w)$ as written above. The expression `w : ι → ℝ` is the list of weights $w_i$, read as a function of the label. For an empty population the quotient would be $0/0$, which Lean evaluates to 0, so the theorems about $f$ ask for at least one walker.

```lean
/-- The number of copies into which a walker of weight `w > 0` is split when the upper
threshold is `b > 0`: the least integer not below `w / b`. -/
def copies (b w : ℝ) : ℕ := ⌈w / b⌉₊
```

Let $b>0$ be the upper threshold, above which a walker is split. A walker of weight $w$ becomes $m=\lceil w/b\rceil$ copies, the smallest whole number that brings the weight per copy down to $b$ or less. The brackets `⌈ ⌉₊` round up to a natural number.

```lean
/-- The weights after splitting at the threshold `b > 0`: each walker, of positive weight,
shares its weight equally among its copies. -/
def splitWeights (b : ℝ) (w : ι → ℝ) : (Σ i, Fin (copies b (w i))) → ℝ :=
  fun p => w p.1 / copies b (w p.1)
```

The type `Σ i, Fin (copies b (w i))` consists of the pairs (parent $i$, copy number), where the copy number runs over $m_i=\lceil w_i/b\rceil$ values. In a pair `p`, the parent is `p.1`, and each copy has weight $w_i/m_i$.

## An identity for the gap

```lean
/-- The gap between the two sides of the window bound, cleared of denominators, is a square
plus a multiple of the sum of `(w - a) (b - w)` over the walkers. -/
theorem gap_identity (w : ι → ℝ) (a b : ℝ) :
    (a + b) ^ 2 * (∑ i, w i) ^ 2 - 4 * a * b * (Fintype.card ι * ∑ i, w i ^ 2) =
      ((a + b) * ∑ i, w i - 2 * a * b * Fintype.card ι) ^ 2 +
        4 * a * b * Fintype.card ι * ∑ i, (w i - a) * (b - w i) := by
  have expand : ∀ i, (w i - a) * (b - w i) = (a + b) * w i - w i ^ 2 - a * b := by
    intro i
    ring
  have total : ∑ i, (w i - a) * (b - w i) =
      (a + b) * ∑ i, w i - ∑ i, w i ^ 2 - Fintype.card ι * (a * b) := by
    simp only [expand, Finset.sum_sub_distrib, ← Finset.mul_sum, Finset.sum_const,
      Finset.card_univ, nsmul_eq_mul]
    ring
  rw [total]
  ring
```

A theorem in Lean has a name, then its data and hypotheses, then a colon and the statement; the proof follows `:=`. This one holds for all real $a$, $b$ and $w_i$. Write $S=\sum_i w_i$ and $Q=\sum_i w_i^2$. It says

$$(a+b)^2S^2-4abNQ=\big((a+b)S-2abN\big)^2+4abN\sum_i(w_i-a)(b-w_i).$$

To check it, multiply out one term of the last sum and add over the walkers:

$$\sum_i (w_i-a)(b-w_i)=(a+b)S-Q-Nab.$$

The right-hand side of the identity is then

$$(a+b)^2S^2-4abN(a+b)S+4a^2b^2N^2+4abN(a+b)S-4abNQ-4a^2b^2N^2.$$

The terms linear in $S$ cancel, and so do the terms $4a^2b^2N^2$, which leaves the left-hand side. In the proof, `expand` multiplies out one term, `total` adds over the walkers, and the final `ring` does the cancellation.

## The bound and its equality case

```lean
/-- A non-empty population of positive weights has a positive value of `N ∑ w²`. -/
theorem denominator_pos [Nonempty ι] {w : ι → ℝ} (hw : ∀ i, 0 < w i) :
    0 < (Fintype.card ι : ℝ) * ∑ i, w i ^ 2 :=
  mul_pos (Nat.cast_pos.mpr Fintype.card_pos)
    (Finset.sum_pos (fun i _ => pow_pos (hw i) 2) Finset.univ_nonempty)
```

For at least one walker and positive weights, $NQ>0$: the number of walkers is positive, and so is a non-empty sum of positive squares. This allows inequalities to be multiplied through by the denominator of $f$.

```lean
/-- If the weights of a non-empty population lie between `a > 0` and `b`, the effective
fraction is at least `4ab / (a + b)²`, whatever the number of walkers. -/
theorem effectiveFraction_ge [Nonempty ι] {w : ι → ℝ} {a b : ℝ} (ha : 0 < a)
    (h : ∀ i, w i ∈ Set.Icc a b) :
    4 * a * b / (a + b) ^ 2 ≤ effectiveFraction w := by
  have hb : 0 < b :=
    ha.trans_le ((h (Classical.arbitrary ι)).1.trans (h (Classical.arbitrary ι)).2)
  have hden := denominator_pos (fun i => ha.trans_le (h i).1)
  have hD : 0 ≤ ∑ i, (w i - a) * (b - w i) :=
    Finset.sum_nonneg fun i _ => mul_nonneg (sub_nonneg.mpr (h i).1) (sub_nonneg.mpr (h i).2)
  have hcD : 0 ≤ 4 * a * b * Fintype.card ι * ∑ i, (w i - a) * (b - w i) :=
    mul_nonneg (by positivity) hD
  rw [effectiveFraction, div_le_div_iff₀ (by positivity) hden]
  -- both terms of the gap are non-negative
  linarith [gap_identity w a b,
    sq_nonneg ((a + b) * ∑ i, w i - 2 * a * b * Fintype.card ι)]
```

The hypothesis `h` says that every $w_i$ lies in the closed interval $[a,b]$, which Lean writes `Set.Icc a b`. Here $a$ stands for the threshold below which light walkers are joined. The condition $a\le b$ is not listed, because any one walker supplies it through $a\le w_i\le b$.

By hand, each factor in $(w_i-a)(b-w_i)$ is non-negative inside the window, so the sum of these products is non-negative. The square is non-negative as well. The identity therefore gives

$$(a+b)^2S^2\ge 4abNQ,$$

and division by $(a+b)^2NQ>0$ yields

$$f(w)\ge\frac{4ab}{(a+b)^2}.$$

In Lean, `hD` is the statement about the sum and `hcD` includes its prefactor. The line with `div_le_div_iff₀` clears the denominators, and `linarith`, which combines linear inequalities, adds up the two non-negative terms. The number of walkers has dropped out of the bound, and only the ratio $b/a$ matters.

```lean
/-- For a non-empty population with weights between `a > 0` and `b`, the bound is an equality
exactly when every weight is `a` or `b` and the total weight `W` obeys `(a + b) W = 2abN`. -/
theorem effectiveFraction_eq_iff [Nonempty ι] {w : ι → ℝ} {a b : ℝ} (ha : 0 < a)
    (h : ∀ i, w i ∈ Set.Icc a b) :
    effectiveFraction w = 4 * a * b / (a + b) ^ 2 ↔
      (∀ i, w i = a ∨ w i = b) ∧ (a + b) * ∑ i, w i = 2 * a * b * Fintype.card ι := by
  have hb : 0 < b :=
    ha.trans_le ((h (Classical.arbitrary ι)).1.trans (h (Classical.arbitrary ι)).2)
  have hden := denominator_pos (fun i => ha.trans_le (h i).1)
  have hN : (0 : ℝ) < Fintype.card ι := Nat.cast_pos.mpr Fintype.card_pos
  have hc : 0 < 4 * a * b * (Fintype.card ι : ℝ) := by positivity
  have hab : (a + b) ^ 2 ≠ 0 := by positivity
  have hterm : ∀ i ∈ (Finset.univ : Finset ι), 0 ≤ (w i - a) * (b - w i) :=
    fun i _ => mul_nonneg (sub_nonneg.mpr (h i).1) (sub_nonneg.mpr (h i).2)
  have hcD := mul_nonneg hc.le (Finset.sum_nonneg hterm)
  have g := gap_identity w a b
  rw [effectiveFraction, div_eq_div_iff hden.ne' hab]
  constructor
  · intro e
    -- a vanishing gap makes both non-negative terms vanish
    have hs := sq_nonneg ((a + b) * ∑ i, w i - 2 * a * b * Fintype.card ι)
    have h1 : 4 * a * b * Fintype.card ι * ∑ i, (w i - a) * (b - w i) = 0 :=
      le_antisymm (by linarith) hcD
    have h2 : ((a + b) * ∑ i, w i - 2 * a * b * Fintype.card ι) ^ 2 = 0 :=
      le_antisymm (by linarith) hs
    have h3 := (mul_eq_zero.mp h1).resolve_left hc.ne'
    refine ⟨fun i => ?_, sub_eq_zero.mp (pow_eq_zero_iff two_ne_zero |>.mp h2)⟩
    have h4 := (Finset.sum_eq_zero_iff_of_nonneg hterm).mp h3 i (Finset.mem_univ i)
    rcases mul_eq_zero.mp h4 with h5 | h5
    · left
      linarith
    · right
      linarith
  · rintro ⟨hends, hX⟩
    have hD0 : ∑ i, (w i - a) * (b - w i) = 0 := by
      refine Finset.sum_eq_zero fun i _ => ?_
      rcases hends i with h5 | h5 <;> rw [h5] <;> ring
    linear_combination g + 4 * a * b * Fintype.card ι * hD0 +
      ((a + b) * ∑ i, w i - 2 * a * b * Fintype.card ι) * hX
```

The symbol `↔` means "if and only if". Equality holds exactly when every weight sits at an end of the window and $(a+b)S=2abN$, that is, when the mean weight is

$$\frac{S}{N}=\frac{2ab}{a+b}.$$

For $a<b$, let $x$ be the fraction of walkers with weight $b$. Then $a+x(b-a)=2ab/(a+b)$, so $x=a/(a+b)$. A population reaches the bound only if $Na/(a+b)$ is a whole number; a single walker, for instance, has $f=1$ and lies above it.

For the forward direction, equality makes the gap zero. Two non-negative terms that add up to zero are both zero. The vanishing square fixes the total weight. The vanishing sum has non-negative terms, so each product $(w_i-a)(b-w_i)$ is zero and $w_i$ is $a$ or $b$. These are the steps `h1` to `h5` in the proof. Conversely, if the two conditions hold, both terms on the right of the identity vanish, and `linear_combination` assembles the equality from these facts.

## The window from 1/2 to 2

```lean
/-- Weights kept between 1/2 and 2 guarantee an effective fraction of at least 16/25 in any
non-empty population. -/
theorem effectiveFraction_half_two [Nonempty ι] {w : ι → ℝ}
    (h : ∀ i, w i ∈ Set.Icc (1 / 2 : ℝ) 2) : 16 / 25 ≤ effectiveFraction w := by
  calc (16 / 25 : ℝ) = 4 * (1 / 2) * 2 / (1 / 2 + 2) ^ 2 := by norm_num
    _ ≤ effectiveFraction w := effectiveFraction_ge (by norm_num) h
```

With $a=1/2$ and $b=2$, the bound is

$$\frac{4\cdot\frac12\cdot 2}{\left(\frac52\right)^2}=\frac{4}{25/4}=\frac{16}{25}.$$

The `calc` block writes this as a chain: `norm_num` does the arithmetic, and the general theorem supplies the inequality.

```lean
/-- Four walkers of weight 1/2 and one of weight 2 have effective fraction exactly 16/25. -/
theorem effectiveFraction_five_walkers :
    effectiveFraction (![1 / 2, 1 / 2, 1 / 2, 1 / 2, 2] : Fin 5 → ℝ) = 16 / 25 := by
  norm_num [effectiveFraction, Fin.sum_univ_succ]
```

Here `![1 / 2, 1 / 2, 1 / 2, 1 / 2, 2]` is a population labelled by `Fin 5`, a set of five labels. Its sums are $S=4$ and $Q=4\cdot\frac14+4=5$, so $f=16/(5\cdot5)=16/25$. The number $16/25$ therefore cannot be raised in a bound meant for every population size. One walker in five has the upper weight, as $x=a/(a+b)=1/5$ requires.

## Splitting heavy walkers

```lean
/-- Splitting at a threshold `b > 0` conserves the total weight of a population of positive
weights. -/
theorem sum_splitWeights {w : ι → ℝ} {b : ℝ} (hb : 0 < b) (hw : ∀ i, 0 < w i) :
    ∑ p, splitWeights b w p = ∑ i, w i := by
  rw [Fintype.sum_sigma]
  refine Finset.sum_congr rfl fun i _ => ?_
  have hm : (copies b (w i) : ℝ) ≠ 0 :=
    Nat.cast_ne_zero.mpr (Nat.ceil_pos.mpr (div_pos (hw i) hb)).ne'
  simp only [splitWeights, Finset.sum_const, Finset.card_univ, Fintype.card_fin, nsmul_eq_mul]
  field_simp
```

For positive weights, splitting conserves the total weight. Sum first over the copies of one parent and then over the parents:

$$\sum_i\sum_{k=1}^{m_i}\frac{w_i}{m_i}=\sum_i w_i.$$

The step `Fintype.sum_sigma` turns the sum over pairs into this double sum. The step `hm` records that $m_i\neq0$, so `field_simp` can cancel it.

```lean
/-- If `0 < 2a ≤ b`, splitting a walker of weight at least `a` at the threshold `b` gives
copies with weights between `a` and `b`. -/
theorem split_mem_window {a b w : ℝ} (ha : 0 < a) (hab : 2 * a ≤ b) (hw : a ≤ w) :
    w / copies b w ∈ Set.Icc a b := by
  have hb : 0 < b := by linarith
  have hq : 0 < w / b := div_pos (ha.trans_le hw) hb
  have hm : (0 : ℝ) < copies b w := Nat.cast_pos.mpr (Nat.ceil_pos.mpr hq)
  have hlow : w / b ≤ copies b w := Nat.le_ceil _
  have hupp : (copies b w : ℝ) < w / b + 1 := Nat.ceil_lt_add_one hq.le
  constructor
  · rw [le_div_iff₀ hm]
    rcases le_or_gt w b with h | h
    · -- a walker inside the window is left alone
      have h1 : copies b w ≤ 1 :=
        Nat.ceil_le.mpr (by rw [Nat.cast_one]; exact (div_le_one hb).mpr h)
      have h2 : (copies b w : ℝ) ≤ 1 := by exact_mod_cast h1
      nlinarith
    · -- a heavy walker has fewer than 2w/b copies
      have h1 : (copies b w : ℝ) * b < (w / b + 1) * b := mul_lt_mul_of_pos_right hupp hb
      have h2 : (w / b + 1) * b = w + b := by field_simp
      nlinarith [mul_le_mul_of_nonneg_right hab hm.le]
  · rw [div_le_iff₀ hm]
    linarith [(div_le_iff₀ hb).mp hlow]
```

Take one walker of weight $w\ge a$, with $0<2a\le b$ and $m=\lceil w/b\rceil$. The claim is $a\le w/m\le b$.

The upper limit follows from $w/b\le m$. For the lower limit there are two cases, which `rcases` separates:

- If $w\le b$, then $m=1$, and the single copy keeps the weight $w\ge a$.
- If $w>b$, rounding up gives $m<w/b+1$, so $mb<w+b<2w$. Together with $2a\le b$ this gives $2am\le mb<2w$, hence $a<w/m$.

In the proof, `hlow` and `hupp` are the two inequalities for the rounded number, and `nlinarith` handles the products of unknowns in the lower limit.

The condition $2a\le b$ keeps a walker from being cut too finely. If $a\le b<2a$, a walker only slightly heavier than $b$ would be split into two copies lighter than $a$.

```lean
/-- If `0 < 2a ≤ b` and no walker of a non-empty population is lighter than `a`, the
population after splitting at `b` has effective fraction at least `4ab / (a + b)²`. -/
theorem effectiveFraction_split_ge [Nonempty ι] {w : ι → ℝ} {a b : ℝ} (ha : 0 < a)
    (hab : 2 * a ≤ b) (hw : ∀ i, a ≤ w i) :
    4 * a * b / (a + b) ^ 2 ≤ effectiveFraction (splitWeights b w) := by
  have hb : 0 < b := by linarith
  let i : ι := Classical.arbitrary ι
  have hm : 0 < copies b (w i) := Nat.ceil_pos.mpr (div_pos (ha.trans_le (hw i)) hb)
  have : Nonempty (Σ i, Fin (copies b (w i))) := ⟨⟨i, ⟨0, hm⟩⟩⟩
  exact effectiveFraction_ge ha fun p => split_mem_window ha hab (hw p.1)

end

end WalkerWeightWindow
```

The weights before splitting have a lower limit but no upper one. Each copy lies in $[a,b]$ by the previous theorem, so the bound applies to the new population, whose $N$ is the total number of copies. The lines before `exact` show that this population is not empty, since every parent has at least one copy. For $a=1/2$ and $b=2$ the condition $2a\le b$ holds, and the fraction after splitting is at least $16/25$ however heavy the walkers had become.

Joining enters only through the hypothesis `hw`, that no walker is lighter than $a$. The file does not describe how light walkers are merged or which position survives. The copies of one parent also start from the same position, so a large effective fraction just after splitting does not mean that the walkers are independent samples.

A population could also have been modelled as a finite list of weights. Splitting would then turn one list into another of the same type, and a run that alternates reweighting and splitting could be written as repeated maps on lists. The bound would have the same form, with the length of the list as $N$, but the record of which parent each copy came from would have to be kept separately.

```lean
#print axioms WalkerWeightWindow.effectiveFraction_half_two
-- 'WalkerWeightWindow.effectiveFraction_half_two' depends on axioms: [propext, Classical.choice, Quot.sound]
#print axioms WalkerWeightWindow.effectiveFraction_five_walkers
-- 'WalkerWeightWindow.effectiveFraction_five_walkers' depends on axioms: [propext, Classical.choice, Quot.sound]
#print axioms WalkerWeightWindow.sum_splitWeights
-- 'WalkerWeightWindow.sum_splitWeights' depends on axioms: [propext, Classical.choice, Quot.sound]
#print axioms WalkerWeightWindow.effectiveFraction_split_ge
-- 'WalkerWeightWindow.effectiveFraction_split_ge' depends on axioms: [propext, Classical.choice, Quot.sound]
```
